# Divergence and edge heights of the elliptic-integral powder lineshape

Q: Here is the claim as I have it. Define the complete elliptic integral of the first kind with real parameter m,

K(m) = ∫₀^{π/2} dθ / √(1 − m sin²θ).

For 0 < m < 1,

K(m) ≥ ln((1 + √m)/(1 − √m)) / (2√m).

For principal values a < b < c and frequency w with b < w < c, put

m(w) = (b − a)(c − w) / ((c − b)(w − a)),

I(w) = K(m(w)) / (π √((w − a)(c − b))).

Then I(w) → +∞ as w → b from above, and I(w) → 1/(2√((c − a)(c − b))) as w → c from below. The mirror branch on a < w < b diverges at b from below and tends to 1/(2√((c − a)(b − a))) at a. I see no spins and no crystallites in this. Where is the powder?

A: In the choice of I. For a static powder of isolated spins whose shift is first order in a symmetric tensor with three distinct principal values, a crystallite with field direction (x, y, z) in the principal frame resonates at w = a x² + b y² + c z², and I is the familiar closed form for the unbroadened distribution of w over uniformly distributed directions. The file takes that form as a definition. The orientational average behind it and its unit area are not among the theorems, which concern the peak and edges of the formula.

```lean
import Mathlib

open Real Filter Topology Set

namespace PowderPattern

noncomputable section

/-- Complete elliptic integral of the first kind with parameter `m`. -/
def K (m : ℝ) : ℝ := ∫ θ in (0:ℝ)..π / 2, 1 / √(1 - m * sin θ ^ 2)

/-- Elliptic parameter at frequency `w` on the branch `b < w < c` of the powder pattern
with principal values `a < b < c`. -/
def param (a b c w : ℝ) : ℝ := (b - a) * (c - w) / ((c - b) * (w - a))

/-- Powder lineshape on the branch `b < w < c`. -/
def upper (a b c w : ℝ) : ℝ := K (param a b c w) / (π * √((w - a) * (c - b)))

/-- Powder lineshape on the branch `a < w < b`. -/
def lower (a b c w : ℝ) : ℝ :=
  K ((c - b) * (w - a) / ((b - a) * (c - w))) / (π * √((c - w) * (b - a)))
```

`K` is an interval integral over [0, π/2], and its argument is the parameter m, the square of the modulus. `param a b c w` is m(w), `upper a b c w` is I(w), and `lower a b c w` is the branch below b. The numbers a, b, c, w share one frequency unit, and the lineshape has the inverse unit. The strict ordering `a < b`, `b < c` leaves out axially symmetric tensors.

Q: These functions accept any real argument. What does `K` mean at m = 1, where the integral does not converge?

A: Lean assigns a non-integrable interval integral the value zero, so that point must be avoided, and it is: the divergences are limits along `𝓝[<] 1`, `𝓝[>] b` and `𝓝[<] b`, one-sided neighbourhoods that omit the point itself. For m < 1 the integrand is regular. If 0 ≤ m < 1 then

1 − m sin²θ ≥ 1 − m > 0,

and if m ≤ 0 then 1 − m sin²θ ≥ 1. These are the two cases of `le_total 0 m`. The integrand is a quotient of continuous functions with nonvanishing denominator, hence continuous and integrable.

```lean
/-- For `m < 1` the radicand `1 - m sin² θ` is positive and the integrand of `K` is
continuous. -/
theorem integrand_regular {m : ℝ} (hm : m < 1) :
    (∀ θ : ℝ, 0 < 1 - m * sin θ ^ 2) ∧
      Continuous fun θ : ℝ => 1 / √(1 - m * sin θ ^ 2) := by
  have hpos : ∀ θ : ℝ, 0 < 1 - m * sin θ ^ 2 := by
    intro θ
    rcases le_total 0 m with h | h
    · nlinarith [mul_nonneg h (sub_nonneg.2 (sin_sq_le_one θ))]
    · nlinarith [mul_nonneg (neg_nonneg.2 h) (sq_nonneg (sin θ))]
  have h1 : Continuous fun θ : ℝ => √(1 - m * sin θ ^ 2) := by fun_prop
  exact ⟨hpos, continuous_const.div h1 fun θ => (sqrt_pos.2 (hpos θ)).ne'⟩
```

Q: Then show me the logarithm. For 0 < m < 1 the integrand of K has no elementary antiderivative.

A: A smaller integrand does. Take 0 < r < 1 and

F(θ) = [ln(1 + r sin θ) − ln(1 − r sin θ)] / (2r).

Both arguments are positive because |r sin θ| < 1. Differentiating,

F′(θ) = (1/2r) [r cos θ/(1 + r sin θ) + r cos θ/(1 − r sin θ)] = cos θ / (1 − r² sin²θ).

Since F(0) = 0 and F(π/2) = [ln(1 + r) − ln(1 − r)]/(2r),

∫₀^{π/2} cos θ/(1 − r² sin²θ) dθ = ln((1 + r)/(1 − r)) / (2r).

In `integral_cos_div`, `hp` and `hq` are the positivity, `e1` and `e2` bring the fractions over the common denominator, `hd` is the derivative, and `intervalIntegral.integral_eq_sub_of_hasDerivAt` is the fundamental theorem of calculus.

```lean
/-- For `0 < r < 1` the integral of `cos θ / (1 - r² sin² θ)` over `[0, π/2]` equals
`ln((1+r)/(1-r)) / (2r)`. -/
theorem integral_cos_div {r : ℝ} (h0 : 0 < r) (h1 : r < 1) :
    ∫ θ in (0:ℝ)..π / 2, cos θ / (1 - r ^ 2 * sin θ ^ 2)
      = log ((1 + r) / (1 - r)) / (2 * r) := by
  have hd : ∀ θ : ℝ, HasDerivAt
      (fun θ : ℝ => (log (1 + r * sin θ) - log (1 - r * sin θ)) / (2 * r))
      (cos θ / (1 - r ^ 2 * sin θ ^ 2)) θ := by
    intro θ
    have hp : 0 < 1 + r * sin θ := by
      nlinarith [mul_nonneg h0.le (sub_nonneg.2 (neg_one_le_sin θ))]
    have hq : 0 < 1 - r * sin θ := by
      nlinarith [mul_nonneg h0.le (sub_nonneg.2 (sin_le_one θ))]
    have d1 : HasDerivAt (fun θ : ℝ => 1 + r * sin θ) (r * cos θ) θ :=
      ((hasDerivAt_sin θ).const_mul r).const_add 1
    have d2 : HasDerivAt (fun θ : ℝ => 1 - r * sin θ) (-(r * cos θ)) θ :=
      ((hasDerivAt_sin θ).const_mul r).const_sub 1
    -- partial fractions
    have e1 : r * cos θ / (1 + r * sin θ) - -(r * cos θ) / (1 - r * sin θ)
        = 2 * r * (cos θ / ((1 + r * sin θ) * (1 - r * sin θ))) := by
      rw [div_sub_div _ _ hp.ne' hq.ne', ← mul_div_assoc]
      congr 1
      ring
    have e2 : (1 + r * sin θ) * (1 - r * sin θ) = 1 - r ^ 2 * sin θ ^ 2 := by ring
    have key : (r * cos θ / (1 + r * sin θ) - -(r * cos θ) / (1 - r * sin θ)) / (2 * r)
        = cos θ / (1 - r ^ 2 * sin θ ^ 2) := by
      rw [e1, e2]
      exact mul_div_cancel_left₀ _ (by positivity)
    exact (((d1.log hp.ne').fun_sub (d2.log hq.ne')).div_const (2 * r)).congr_deriv key
  have hr : r ^ 2 < 1 := by nlinarith
  have hD : Continuous fun θ : ℝ => 1 - r ^ 2 * sin θ ^ 2 := by fun_prop
  have hc : Continuous fun θ : ℝ => cos θ / (1 - r ^ 2 * sin θ ^ 2) :=
    continuous_cos.div hD fun θ => ((integrand_regular hr).1 θ).ne'
  rw [intervalIntegral.integral_eq_sub_of_hasDerivAt (fun θ _ => hd θ)
    (hc.intervalIntegrable _ _), log_div (by linarith) (by linarith)]
  simp only [sin_pi_div_two, sin_zero, mul_one, mul_zero, add_zero, sub_zero, log_one,
    sub_self, zero_div]
```

Now set r = √m and write D = 1 − m sin²θ. Because m < 1,

cos²θ = 1 − sin²θ ≤ 1 − m sin²θ = D,

so cos θ ≤ √D, and dividing by D gives cos θ/D ≤ 1/√D. Integrating over [0, π/2] gives the bound. In `log_le_K` the first inequality is `hsq`, its root is `h`, and `intervalIntegral.integral_mono_on` integrates the pointwise comparison.

```lean
/-- Logarithmic lower bound `K(m) ≥ ln((1+√m)/(1-√m)) / (2√m)` for `0 < m < 1`. -/
theorem log_le_K {m : ℝ} (h0 : 0 < m) (h1 : m < 1) :
    log ((1 + √m) / (1 - √m)) / (2 * √m) ≤ K m := by
  have hr1 : √m < 1 := (sqrt_lt' one_pos).2 (by linarith)
  obtain ⟨hpos, hcont⟩ := integrand_regular h1
  rw [← integral_cos_div (sqrt_pos.2 h0) hr1, sq_sqrt h0.le]
  have hD : Continuous fun θ : ℝ => 1 - m * sin θ ^ 2 := by fun_prop
  have hc : Continuous fun θ : ℝ => cos θ / (1 - m * sin θ ^ 2) :=
    continuous_cos.div hD fun θ => (hpos θ).ne'
  refine intervalIntegral.integral_mono_on (by positivity) (hc.intervalIntegrable _ _)
    (hcont.intervalIntegrable _ _) fun θ _ => ?_
  -- cos² θ = 1 - sin² θ ≤ 1 - m sin² θ
  have hsq : cos θ ^ 2 ≤ 1 - m * sin θ ^ 2 := by
    nlinarith [sin_sq_add_cos_sq θ, mul_nonneg (sub_pos.2 h1).le (sq_nonneg (sin θ))]
  have h : cos θ ≤ √(1 - m * sin θ ^ 2) := (le_abs_self _).trans (abs_le_sqrt hsq)
  have hs := sqrt_pos.2 (hpos θ)
  rw [div_le_div_iff₀ (hpos θ) hs]
  nlinarith [mul_self_sqrt (hpos θ).le, mul_le_mul_of_nonneg_right h hs.le]
```

Q: As m → 0 that bound tends to 1, while K(0) = π/2. It cannot give you the edge.

A: It is not used there. For 0 ≤ m < 1,

1 − m ≤ 1 − m sin²θ ≤ 1,

so the integrand lies between 1 and 1/√(1 − m), and over an interval of length π/2

π/2 ≤ K(m) ≤ (π/2)/√(1 − m).

The two `calc` chains of `K_bounds` compare K with these constant integrands. The upper bound tends to π/2 as m → 0 (`hU`), and `K_tendsto_zero` squeezes K between the two along `𝓝[≥] 0`.

```lean
/-- For `0 ≤ m < 1`, `π/2 ≤ K(m) ≤ (π/2) / √(1-m)`. -/
theorem K_bounds {m : ℝ} (h0 : 0 ≤ m) (h1 : m < 1) :
    π / 2 ≤ K m ∧ K m ≤ π / 2 * (1 / √(1 - m)) := by
  obtain ⟨hpos, hcont⟩ := integrand_regular h1
  have hpi : (0:ℝ) ≤ π / 2 := by positivity
  constructor
  · calc π / 2 = ∫ _ in (0:ℝ)..π / 2, (1:ℝ) := by simp
      _ ≤ K m := by
        refine intervalIntegral.integral_mono_on hpi (continuous_const.intervalIntegrable _ _)
          (hcont.intervalIntegrable _ _) fun θ _ => ?_
        rw [le_div_iff₀ (sqrt_pos.2 (hpos θ)), one_mul]
        exact sqrt_le_iff.2 ⟨zero_le_one, by nlinarith [mul_nonneg h0 (sq_nonneg (sin θ))]⟩
  · calc K m ≤ ∫ _ in (0:ℝ)..π / 2, 1 / √(1 - m) := by
          refine intervalIntegral.integral_mono_on hpi (hcont.intervalIntegrable _ _)
            (continuous_const.intervalIntegrable _ _) fun θ _ => ?_
          refine one_div_le_one_div_of_le (sqrt_pos.2 (by linarith)) (sqrt_le_sqrt ?_)
          nlinarith [mul_nonneg h0 (sub_nonneg.2 (sin_sq_le_one θ))]
      _ = π / 2 * (1 / √(1 - m)) := by
          rw [intervalIntegral.integral_const, sub_zero, smul_eq_mul]

/-- `K(m)` tends to `π/2` as `m` decreases to zero. -/
theorem K_tendsto_zero : Tendsto K (𝓝[≥] 0) (𝓝 (π / 2)) := by
  have hc : Continuous fun m : ℝ => √(1 - m) := by fun_prop
  have h1 := hc.tendsto' 0 1 (by simp)
  have hU : Tendsto (fun m : ℝ => π / 2 * (1 / √(1 - m))) (𝓝[≥] 0) (𝓝 (π / 2)) := by
    simpa [one_div] using
      ((h1.inv₀ one_ne_zero).const_mul (π / 2)).mono_left nhdsWithin_le_nhds
  refine tendsto_of_tendsto_of_tendsto_of_le_of_le' tendsto_const_nhds hU ?_ ?_
  · filter_upwards [Ico_mem_nhdsGE (zero_lt_one' ℝ)] with m hm using (K_bounds hm.1 hm.2).1
  · filter_upwards [Ico_mem_nhdsGE (zero_lt_one' ℝ)] with m hm using (K_bounds hm.1 hm.2).2
```

The logarithm serves the other end. With r = √m in (0, 1), we have −ln(1 − r) ≥ 0 and ln(1 + r) ≥ 0, so

−r ln(1 − r) ≤ −ln(1 − r) ≤ ln(1 + r) − ln(1 − r).

Dividing by 2r,

−ln(1 − √m)/2 ≤ ln((1 + √m)/(1 − √m))/(2√m) ≤ K(m).

As m → 1 from below, 1 − √m → 0 from above (`h1` in `K_tendsto_one`), the left side grows without bound (`h2`), and `tendsto_atTop_mono'` passes this to K.

```lean
/-- `K(m)` diverges to `+∞` as `m` increases to one. -/
theorem K_tendsto_one : Tendsto K (𝓝[<] 1) atTop := by
  have hc : Continuous fun m : ℝ => 1 - √m := by fun_prop
  have h1 : Tendsto (fun m : ℝ => 1 - √m) (𝓝[<] 1) (𝓝[>] 0) := by
    refine tendsto_nhdsWithin_iff.2
      ⟨(hc.tendsto' 1 0 (by simp)).mono_left nhdsWithin_le_nhds, ?_⟩
    filter_upwards [Ioo_mem_nhdsLT (zero_lt_one' ℝ)] with m hm
    exact sub_pos.2 ((sqrt_lt' one_pos).2 (by linarith [hm.2]))
  have h2 : Tendsto (fun m : ℝ => -log (1 - √m) / 2) (𝓝[<] 1) atTop :=
    (tendsto_neg_atBot_atTop.comp (tendsto_log_nhdsGT_zero.comp h1)).atTop_div_const two_pos
  refine tendsto_atTop_mono' _ ?_ h2
  filter_upwards [Ioo_mem_nhdsLT (zero_lt_one' ℝ)] with m hm
  -- the logarithmic bound dominates -ln(1 - √m)/2
  refine le_trans ?_ (log_le_K hm.1 hm.2)
  have hr0 : 0 < √m := sqrt_pos.2 hm.1
  have hr1 : √m < 1 := (sqrt_lt' one_pos).2 (by linarith [hm.2])
  have ha : 0 ≤ log (1 + √m) := log_nonneg (by linarith)
  have hb : log (1 - √m) ≤ 0 := log_nonpos (by linarith) (by linarith)
  rw [log_div (by linarith) (by linarith), le_div_iff₀ (by positivity)]
  nlinarith [mul_nonneg (neg_nonneg.2 hb) (sub_pos.2 hr1).le]
```

Q: A lower bound gives "at least logarithmic". A spectroscopist means more by a logarithmic singularity.

A: Yes, and the statements say only this much: K(m) is at least the logarithm, and the lineshape exceeds every bound near b. The upper estimate (π/2)/√(1 − m) is too weak near m = 1 to fix the rate, so the exact asymptotic form does not follow. It does keep the peak integrable: since 1 − m(w) = (c − a)(w − b)/((c − b)(w − a)), it gives I(w) ≤ 1/(2√((c − a)(w − b))) for b < w < c, although that consequence is not among the theorems.

Q: For the lineshape you also need m(w) to approach 1 and 0 from inside the interval.

A: For b < w < c all four factors of m(w) are positive, so m(w) > 0. Expanding denominator minus numerator,

(c − b)(w − a) − (b − a)(c − w) = (c − a)(w − b) > 0,

so m(w) < 1; that product is the hint given to `nlinarith` in `param_regular`. The denominator is nonzero for w > a, which gives continuity at both b and c.

```lean
/-- The elliptic parameter lies in `(0, 1)` for `b < w < c` and is continuous at every
`w > a`. -/
theorem param_regular {a b c : ℝ} (hab : a < b) (hbc : b < c) :
    (∀ w ∈ Ioo b c, param a b c w ∈ Ioo (0:ℝ) 1) ∧
      ∀ w, a < w → ContinuousAt (param a b c) w := by
  constructor
  · intro w hw
    have hd : 0 < (c - b) * (w - a) := mul_pos (by linarith) (by linarith [hw.1])
    refine ⟨div_pos (mul_pos (by linarith) (by linarith [hw.2])) hd, (div_lt_one hd).2 ?_⟩
    nlinarith [mul_pos (sub_pos.2 (hab.trans hbc)) (sub_pos.2 hw.1)]
  · intro w hw
    have h1 : ContinuousAt (fun w : ℝ => (b - a) * (c - w)) w := by fun_prop
    have h2 : ContinuousAt (fun w : ℝ => (c - b) * (w - a)) w := by fun_prop
    exact h1.div h2 (mul_pos (sub_pos.2 hbc) (sub_pos.2 hw)).ne'
```

At w = b numerator and denominator coincide, so m(b) = 1 (`hb`), and `hm` says m(w) → 1 from below as w → b from above. The prefactor tends to the positive number 1/(π√((b − a)(c − b))), and `Tendsto.atTop_mul_pos` says that a diverging factor times a factor with positive limit diverges.

```lean
/-- The upper branch of the lineshape diverges as `w` decreases to the middle principal
value `b`. -/
theorem upper_diverges {a b c : ℝ} (hab : a < b) (hbc : b < c) :
    Tendsto (upper a b c) (𝓝[>] b) atTop := by
  obtain ⟨hmem, hcont⟩ := param_regular hab hbc
  have hd : 0 < (c - b) * (b - a) := mul_pos (sub_pos.2 hbc) (sub_pos.2 hab)
  have hb : param a b c b = 1 := by
    unfold param
    rw [mul_comm (b - a) (c - b)]
    exact div_self hd.ne'
  have hm : Tendsto (param a b c) (𝓝[>] b) (𝓝[<] 1) := by
    refine tendsto_nhdsWithin_iff.2 ⟨?_, ?_⟩
    · rw [← hb]
      exact (hcont b hab).tendsto.mono_left nhdsWithin_le_nhds
    · filter_upwards [Ioo_mem_nhdsGT hbc] with w hw using (hmem w hw).2
  have hc : Continuous fun w : ℝ => π * √((w - a) * (c - b)) := by fun_prop
  have hp : 0 < π * √((b - a) * (c - b)) :=
    mul_pos pi_pos (sqrt_pos.2 (mul_pos (sub_pos.2 hab) (sub_pos.2 hbc)))
  have hg := ((hc.tendsto b).inv₀ hp.ne').mono_left (nhdsWithin_le_nhds (s := Ioi b))
  exact (Tendsto.atTop_mul_pos (inv_pos.2 hp) (K_tendsto_one.comp hm) hg).congr
    fun w => (div_eq_mul_inv _ _).symm
```

At w = c, m(c) = 0 (`h0`), K tends to π/2, and

(π/2) / (π√((c − a)(c − b))) = 1/(2√((c − a)(c − b))),

which is `e` in `upper_edge`. The limit is the height of the edge seen from inside. That the spectrum vanishes above c is not part of the statement.

```lean
/-- The upper branch tends to `1 / (2 √((c-a)(c-b)))` as `w` increases to `c`. -/
theorem upper_edge {a b c : ℝ} (hab : a < b) (hbc : b < c) :
    Tendsto (upper a b c) (𝓝[<] c) (𝓝 (1 / (2 * √((c - a) * (c - b))))) := by
  obtain ⟨hmem, hcont⟩ := param_regular hab hbc
  have h0 : param a b c c = 0 := by simp [param]
  have hm : Tendsto (param a b c) (𝓝[<] c) (𝓝[≥] 0) := by
    refine tendsto_nhdsWithin_iff.2 ⟨?_, ?_⟩
    · rw [← h0]
      exact (hcont c (hab.trans hbc)).tendsto.mono_left nhdsWithin_le_nhds
    · filter_upwards [Ioo_mem_nhdsLT hbc] with w hw using (hmem w hw).1.le
  have hc : Continuous fun w : ℝ => π * √((w - a) * (c - b)) := by fun_prop
  have hs : 0 < √((c - a) * (c - b)) :=
    sqrt_pos.2 (mul_pos (sub_pos.2 (hab.trans hbc)) (sub_pos.2 hbc))
  have hp := mul_pos pi_pos hs
  have e : 1 / (2 * √((c - a) * (c - b))) = π / 2 / (π * √((c - a) * (c - b))) := by
    rw [div_eq_div_iff (by positivity) hp.ne']
    ring
  rw [e]
  exact (K_tendsto_zero.comp hm).div ((hc.tendsto c).mono_left nhdsWithin_le_nhds) hp.ne'
```

Q: And the branch below b?

A: Reflect the frequency axis. The values −c < −b < −a are again ordered, and substituting them with −w into m gives (c − b)(w − a)/((b − a)(c − w)), while the root becomes √((c − w)(b − a)). This is `hmir`: `upper (-c) (-b) (-a) (-w) = lower a b c w`. Negation turns approach to b from below into approach to −b from above (`n1`) and approach to a from above into approach to −a from below (`n2`), so both limits carry over, with edge height 1/(2√((c − a)(b − a))).

```lean
/-- The lower branch diverges as `w` increases to `b` and tends to `1 / (2 √((c-a)(b-a)))`
as `w` decreases to `a`. -/
theorem lower_limits {a b c : ℝ} (hab : a < b) (hbc : b < c) :
    Tendsto (lower a b c) (𝓝[<] b) atTop ∧
      Tendsto (lower a b c) (𝓝[>] a) (𝓝 (1 / (2 * √((c - a) * (b - a))))) := by
  have e : ∀ x y : ℝ, -x - -y = y - x := fun x y => by ring
  -- reflection of the frequency axis exchanges the two branches
  have hmir : ∀ w, upper (-c) (-b) (-a) (-w) = lower a b c w := fun w => by
    simp only [upper, lower, param, e]
  have n1 : Tendsto (fun w : ℝ => -w) (𝓝[<] b) (𝓝[>] (-b)) := by
    refine tendsto_nhdsWithin_iff.2
      ⟨(continuous_neg.tendsto b).mono_left nhdsWithin_le_nhds, ?_⟩
    filter_upwards [self_mem_nhdsWithin] with w hw using neg_lt_neg (show w < b from hw)
  have n2 : Tendsto (fun w : ℝ => -w) (𝓝[>] a) (𝓝[<] (-a)) := by
    refine tendsto_nhdsWithin_iff.2
      ⟨(continuous_neg.tendsto a).mono_left nhdsWithin_le_nhds, ?_⟩
    filter_upwards [self_mem_nhdsWithin] with w hw using neg_lt_neg (show a < w from hw)
  have h2 := upper_edge (neg_lt_neg hbc) (neg_lt_neg hab)
  rw [e, e] at h2
  exact ⟨((upper_diverges (neg_lt_neg hbc) (neg_lt_neg hab)).comp n1).congr hmir,
    (h2.comp n2).congr hmir⟩

end

end PowderPattern
```

```lean
#print axioms PowderPattern.upper_diverges
-- 'PowderPattern.upper_diverges' depends on axioms: [propext, Classical.choice, Quot.sound]
#print axioms PowderPattern.lower_limits
-- 'PowderPattern.lower_limits' depends on axioms: [propext, Classical.choice, Quot.sound]
```

Q: Give me numbers.

A: Take a = 0, b = 1, c = 2, so m(w) = (2 − w)/w and I(w) = K(m)/(π√w). The edge height at c is 1/(2√2) ≈ 0.354. At w = 1.6, m = 1/4, and the bounds give 1.571 ≤ K ≤ 1.814, hence with π√1.6 ≈ 3.974

0.395 ≤ I(1.6) ≤ 0.457.

The logarithmic bound there is only ln 3 ≈ 1.099, below π/2. At √m = 0.99, that is w = 2/1.9801 ≈ 1.010, it gives K ≥ ln 199/1.98 ≈ 2.673 and I ≥ 0.846, well above the 0.498 that π/2 would give.

Q: How does this show up when I compute a spectrum?

A: A program evaluating the formula on a grid picks the branch by comparing w with b, and sets the intensity to zero for w < a and for w > c, where the branch expressions would still return positive numbers. It must pass m and not √m to a routine defined like SciPy's `ellipk`, and a grid point at w = b returns infinity. Close to b, the identity above gives

1 − m = (c − a)(w − b) / ((c − b)(w − a))

from the difference w − b of the inputs rather than by subtracting a rounded m from 1, which suits routines that take 1 − m as argument. A finite set of orientations binned into a histogram, or a convolution with a bounded broadening function, gives a finite value at b; the two edge heights give closed-form values against which the outermost bins of an unbroadened, finely sampled histogram can be compared, provided that its bins are narrow, it is normalised to unit area and its outer bin boundaries lie at a and c.
